# Exchange and a nonzero Dzyaloshinskii-Moriya vector make two classical spins non-collinear in every ground state

## Bond energy and local field

A classical spin is a unit vector in ℝ³. Two spins s and t on a bond have the energy

E(s, t) = J s·t + D·(s × t).

The real number J is the exchange constant. With this sign, J > 0 favours antiparallel spins and J < 0 parallel ones. The vector D is the Dzyaloshinskii-Moriya vector, which stands for the antisymmetric exchange that spin-orbit coupling can produce on a bond without an inversion centre at its midpoint. Both are given constants. Write

R = √(J² + |D|²), h = J t + t × D.

A ground state is a pair of spins whose energy does not exceed that of any other pair. The minimum energy is −R for every J and D. If D ≠ 0, both spins of a ground state are orthogonal to D, with s·t = −J/R, so they are neither parallel nor antiparallel.

## The energy above −R as a sum of squares

The triple product is cyclic, so D·(s × t) = s·(t × D), and therefore

E = s·h.

The vector h acts as a local field, with the sign convention that s lowers its energy by pointing against h. Since t is orthogonal to t × D and |t| = 1,

|h|² = J² + |t × D|² = J² + |D|² − (D·t)² = R² − (D·t)².

Expanding a square with |s| = 1 gives

|R s + h|² = R² + 2R s·h + |h|² = 2R² + 2R E − (D·t)²,

which rearranges to

2R(E + R) = |R s + h|² + (D·t)².

If R > 0, the right side is nonnegative, so E ≥ −R. Equality holds exactly when D·t = 0 and s = −h/R. If R = 0, then J = 0 and D = 0, and every pair has energy 0 = −R.

To reach the bound when R > 0, choose a unit vector t orthogonal to D. Then |h| = R, so s = −h/R is a unit vector, and E = −|h|²/R = −R.

Now let D ≠ 0 and take any ground state. From D·h = J D·t = 0 it follows that D·s = 0. From h·t = J it follows that

s·t = −J/R.

Because R² = J² + |D|² > J², this cosine lies strictly between −1 and 1, which excludes t = s and t = −s.

## Spins, energy and ground states in Lean

```lean
import Mathlib

open Matrix

namespace DzyaloshinskiiMoriya

noncomputable section
```

Vectors are functions `Fin 3 → ℝ`, with components numbered 0, 1, 2, so z is component 2. Unit length is stated through the dot product `⬝ᵥ`.

```lean
/-- A classical spin is a vector of unit length in three-dimensional space. -/
def IsSpin (s : Fin 3 → ℝ) : Prop := s ⬝ᵥ s = 1
```

The energy is defined for arbitrary vectors; the unit-length conditions enter as hypotheses of the theorems.

```lean
/-- Energy of a bond with exchange constant `J` and Dzyaloshinskii-Moriya vector `D`. -/
def energy (J : ℝ) (D s t : Fin 3 → ℝ) : ℝ := J * (s ⬝ᵥ t) + D ⬝ᵥ (crossProduct s t)
```

`strength J D` is R, and `localField J D t` is h.

```lean
/-- The combined coupling strength `√(J² + |D|²)`. -/
def strength (J : ℝ) (D : Fin 3 → ℝ) : ℝ := √(J ^ 2 + D ⬝ᵥ D)

/-- The local field `J t + t × D` that the spin `t` exerts on its partner. -/
def localField (J : ℝ) (D t : Fin 3 → ℝ) : Fin 3 → ℝ := J • t + crossProduct t D
```

In a ground state both spins compete against all alternatives at once, not one spin with the other held fixed.

```lean
/-- A ground state is a pair of spins whose energy is at most that of every pair of spins. -/
def IsGroundState (J : ℝ) (D s t : Fin 3 → ℝ) : Prop :=
  IsSpin s ∧ IsSpin t ∧ ∀ s' t', IsSpin s' → IsSpin t' → energy J D s t ≤ energy J D s' t'
```

The model is a single classical bond, without single-site anisotropy, symmetric anisotropic exchange, applied field or further neighbours. Quantum spins are not treated.

## The identity and the lower bound

Four short lemmas supply |u|² ≥ 0, R² = J² + |D|², and the positivity of |D|² and R when D ≠ 0.

```lean
lemma dot_self_nonneg (u : Fin 3 → ℝ) : 0 ≤ u ⬝ᵥ u :=
  Finset.sum_nonneg fun i _ => mul_self_nonneg (u i)

lemma strength_sq (J : ℝ) (D : Fin 3 → ℝ) : strength J D ^ 2 = J ^ 2 + D ⬝ᵥ D :=
  Real.sq_sqrt (add_nonneg (sq_nonneg J) (dot_self_nonneg D))

lemma dot_self_pos {D : Fin 3 → ℝ} (hD : D ≠ 0) : 0 < D ⬝ᵥ D :=
  lt_of_le_of_ne (dot_self_nonneg D) fun h => hD (dotProduct_self_eq_zero.1 h.symm)

lemma strength_pos (J : ℝ) {D : Fin 3 → ℝ} (hD : D ≠ 0) : 0 < strength J D :=
  Real.sqrt_pos.2 (add_pos_of_nonneg_of_pos (sq_nonneg J) (dot_self_pos hD))
```

The relation E = s·h is checked by expanding in components.

```lean
/-- The bond energy is the scalar product of `s` with the local field of `t`. -/
theorem energy_eq_dot_localField (J : ℝ) (D s t : Fin 3 → ℝ) :
    energy J D s t = s ⬝ᵥ localField J D t := by
  simp only [energy, localField, dotProduct, Fin.sum_univ_three, cross_apply, Pi.add_apply,
    Pi.smul_apply, smul_eq_mul, Matrix.cons_val]
  ring
```

For |h|² the same expansion leaves a multiple of t·t − 1, which `linear_combination` removes with the factor J² + |D|².

```lean
/-- The squared local field of a spin `t` is `J² + |D|² - (D·t)²`. -/
theorem localField_sq (J : ℝ) (D : Fin 3 → ℝ) {t : Fin 3 → ℝ} (ht : IsSpin t) :
    localField J D t ⬝ᵥ localField J D t = J ^ 2 + D ⬝ᵥ D - (D ⬝ᵥ t) ^ 2 := by
  simp only [IsSpin, dotProduct, Fin.sum_univ_three] at ht
  simp only [localField, dotProduct, Fin.sum_univ_three, cross_apply, Pi.add_apply,
    Pi.smul_apply, smul_eq_mul, Matrix.cons_val]
  linear_combination (J ^ 2 + D 0 * D 0 + D 1 * D 1 + D 2 * D 2) * ht
```

The sum-of-squares identity combines the two preceding results with |s| = 1 and the formula for R².

```lean
/-- The energy above `-√(J² + |D|²)`, times twice the coupling strength, is a sum of squares. -/
theorem energy_gap (J : ℝ) (D : Fin 3 → ℝ) {s t : Fin 3 → ℝ} (hs : IsSpin s) (ht : IsSpin t) :
    2 * strength J D * (energy J D s t + strength J D) =
      (strength J D • s + localField J D t) ⬝ᵥ (strength J D • s + localField J D t)
        + (D ⬝ᵥ t) ^ 2 := by
  unfold IsSpin at hs
  simp only [add_dotProduct, dotProduct_add, smul_dotProduct, dotProduct_smul, smul_eq_mul,
    dotProduct_comm (localField J D t) s]
  linear_combination -(strength J D) ^ 2 * hs
    + 2 * strength J D * energy_eq_dot_localField J D s t
    - localField_sq J D ht + strength_sq J D
```

The lower bound splits into R = 0 and R > 0. In the second case, an energy below −R would make the left side of the identity negative.

```lean
lemma neg_strength_le (J : ℝ) (D : Fin 3 → ℝ) {s t : Fin 3 → ℝ}
    (hs : IsSpin s) (ht : IsSpin t) : -strength J D ≤ energy J D s t := by
  have hR : 0 ≤ strength J D := Real.sqrt_nonneg _
  rcases eq_or_lt_of_le hR with h0 | hpos
  · -- without any coupling the energy vanishes
    have h := strength_sq J D
    rw [← h0] at h
    have hJ : J = 0 := by nlinarith [dot_self_nonneg D, sq_nonneg J]
    have hD : D = 0 := dotProduct_self_eq_zero.1 (by nlinarith [dot_self_nonneg D, sq_nonneg J])
    subst hJ
    subst hD
    simp [energy, strength]
  · by_contra hlt
    have hneg : 0 < -(energy J D s t + strength J D) := by linarith [not_le.1 hlt]
    nlinarith [mul_pos hpos hneg, energy_gap J D hs ht, sq_nonneg (D ⬝ᵥ t),
      dot_self_nonneg (strength J D • s + localField J D t)]
```

## Reaching the minimum

A spin orthogonal to D is written down explicitly: (1, 0, 0) if D has no x or y component, and otherwise (D₁, −D₀, 0) divided by √(D₀² + D₁²).

```lean
lemma exists_orthogonal_spin (D : Fin 3 → ℝ) : ∃ t, IsSpin t ∧ D ⬝ᵥ t = 0 := by
  by_cases h : D 0 ^ 2 + D 1 ^ 2 = 0
  · have h0 : D 0 = 0 := by nlinarith [sq_nonneg (D 0), sq_nonneg (D 1)]
    exact ⟨![1, 0, 0], by simp [IsSpin, dotProduct, Fin.sum_univ_three],
      by simp [dotProduct, Fin.sum_univ_three, h0]⟩
  · have hn : 0 ≤ D 0 ^ 2 + D 1 ^ 2 := by positivity
    obtain ⟨r, hr⟩ : ∃ r : ℝ, r ^ 2 = D 0 ^ 2 + D 1 ^ 2 := ⟨_, Real.sq_sqrt hn⟩
    have hr0 : r ≠ 0 := fun h0 => h (by rw [← hr, h0]; norm_num)
    have hq : r⁻¹ * r = 1 := inv_mul_cancel₀ hr0
    refine ⟨![D 1 * r⁻¹, -D 0 * r⁻¹, 0], ?_, ?_⟩
    · simp only [IsSpin, dotProduct, Fin.sum_univ_three, Matrix.cons_val]
      linear_combination -(r⁻¹) ^ 2 * hr + (r⁻¹ * r + 1) * hq
    · simp only [dotProduct, Fin.sum_univ_three, Matrix.cons_val]
      ring
```

Pointing s against the field of such a spin gives a unit vector and the energy −R, provided R ≠ 0.

```lean
lemma aligned (J : ℝ) (D : Fin 3 → ℝ) {t : Fin 3 → ℝ} (hR : strength J D ≠ 0)
    (ht : IsSpin t) (hp : D ⬝ᵥ t = 0) :
    IsSpin ((-(strength J D)⁻¹) • localField J D t) ∧
      energy J D ((-(strength J D)⁻¹) • localField J D t) t = -strength J D := by
  have hq := inv_mul_cancel₀ hR
  have hh : localField J D t ⬝ᵥ localField J D t = strength J D ^ 2 := by
    rw [localField_sq J D ht, strength_sq, hp]
    ring
  constructor
  · simp only [IsSpin, smul_dotProduct, dotProduct_smul, smul_eq_mul]
    linear_combination ((strength J D)⁻¹) ^ 2 * hh + ((strength J D)⁻¹ * strength J D + 1) * hq
  · rw [energy_eq_dot_localField, smul_dotProduct, smul_eq_mul]
    linear_combination -(strength J D)⁻¹ * hh - strength J D * hq
```

`IsLeast` says that −R is the energy of some pair and a lower bound for all pairs. When R = 0 the field vanishes, and the pair (t, t) serves.

```lean
/-- The minimum of the bond energy over all pairs of spins is `-√(J² + |D|²)`. -/
theorem isLeast_energy (J : ℝ) (D : Fin 3 → ℝ) :
    IsLeast {E | ∃ s t, IsSpin s ∧ IsSpin t ∧ energy J D s t = E} (-√(J ^ 2 + D ⬝ᵥ D)) := by
  change IsLeast _ (-strength J D)
  constructor
  · obtain ⟨t, ht, hp⟩ := exists_orthogonal_spin D
    by_cases hR : strength J D = 0
    · have h := energy_gap J D ht ht
      have hf := localField_sq J D ht
      rw [hp, ← strength_sq, hR] at hf
      have h0 : localField J D t = 0 := dotProduct_self_eq_zero.1 (by rw [hf]; norm_num)
      exact ⟨t, t, ht, ht, by rw [energy_eq_dot_localField, h0, hR]; simp⟩
    · exact ⟨_, t, (aligned J D hR ht hp).1, ht, (aligned J D hR ht hp).2⟩
  · rintro E ⟨s, t, hs, ht, rfl⟩
    exact neg_strength_le J D hs ht
```

## All ground states, and their canting

For D ≠ 0 the ground states are characterised completely. In the forward direction, comparison with a minimising pair forces E = −R, so both squares in the identity vanish. The converse combines `aligned` with the lower bound.

```lean
/-- For `D ≠ 0` the ground states are exactly the pairs in which `t` is a spin orthogonal to `D`
and `s` points against the local field of `t`. -/
theorem isGroundState_iff (J : ℝ) {D : Fin 3 → ℝ} (hD : D ≠ 0) (s t : Fin 3 → ℝ) :
    IsGroundState J D s t ↔
      IsSpin t ∧ D ⬝ᵥ t = 0 ∧ s = (-(strength J D)⁻¹) • localField J D t := by
  have hR := (strength_pos J hD).ne'
  constructor
  · rintro ⟨hs, ht, hmin⟩
    obtain ⟨s', t', hs', ht', hE⟩ := (isLeast_energy J D).1
    have hle : energy J D s t ≤ -strength J D := (hmin s' t' hs' ht').trans_eq hE
    have hz : energy J D s t + strength J D = 0 := by linarith [neg_strength_le J D hs ht]
    -- both squares in the energy gap vanish
    have hg := energy_gap J D hs ht
    rw [hz, mul_zero] at hg
    have hn := dot_self_nonneg (strength J D • s + localField J D t)
    have hp : D ⬝ᵥ t = 0 := pow_eq_zero_iff two_ne_zero |>.1 (by linarith [sq_nonneg (D ⬝ᵥ t)])
    have hv : strength J D • s + localField J D t = 0 :=
      dotProduct_self_eq_zero.1 (by linarith [sq_nonneg (D ⬝ᵥ t)])
    refine ⟨ht, hp, ?_⟩
    ext i
    have hi := congrFun hv i
    simp only [Pi.add_apply, Pi.smul_apply, smul_eq_mul, Pi.zero_apply] at hi ⊢
    linear_combination (strength J D)⁻¹ * hi - s i * inv_mul_cancel₀ hR
  · rintro ⟨ht, hp, rfl⟩
    obtain ⟨h1, h2⟩ := aligned J D hR ht hp
    exact ⟨h1, ht, fun s' t' hs' ht' => h2.trans_le (neg_strength_le J D hs' ht')⟩
```

The geometry follows from D·h = J D·t and h·t = J, the facts `h1` and `h2` in the next proof.

```lean
/-- For `D ≠ 0` both spins of a ground state are orthogonal to `D`, and the cosine of the angle
between them is `-J / √(J² + |D|²)`. -/
theorem canting_angle {J : ℝ} {D s t : Fin 3 → ℝ} (hD : D ≠ 0) (h : IsGroundState J D s t) :
    D ⬝ᵥ s = 0 ∧ D ⬝ᵥ t = 0 ∧ s ⬝ᵥ t = -J / strength J D := by
  obtain ⟨ht, hp, hs⟩ := (isGroundState_iff J hD s t).1 h
  have h1 : D ⬝ᵥ localField J D t = J * (D ⬝ᵥ t) := by
    simp only [localField, dotProduct, Fin.sum_univ_three, cross_apply, Pi.add_apply,
      Pi.smul_apply, smul_eq_mul, Matrix.cons_val]
    ring
  have h2 : localField J D t ⬝ᵥ t = J := by
    simp only [IsSpin, dotProduct, Fin.sum_univ_three] at ht
    simp only [localField, dotProduct, Fin.sum_univ_three, cross_apply, Pi.add_apply,
      Pi.smul_apply, smul_eq_mul, Matrix.cons_val]
    linear_combination J * ht
  refine ⟨?_, hp, ?_⟩
  · rw [hs, dotProduct_smul, h1, hp, mul_zero, smul_zero]
  · rw [hs, smul_dotProduct, h2, smul_eq_mul]
    ring
```

If t = s, the cosine formula gives R = −J; if t = −s, it gives R = J. Either way R² = J², contradicting |D|² > 0.

```lean
/-- For `D ≠ 0` the spins of a ground state are neither parallel nor antiparallel. -/
theorem not_collinear {J : ℝ} {D s t : Fin 3 → ℝ} (hD : D ≠ 0) (h : IsGroundState J D s t) :
    t ≠ s ∧ t ≠ -s := by
  have hc := (canting_angle hD h).2.2
  have hs : s ⬝ᵥ s = 1 := h.1
  have hR := (strength_pos J hD).ne'
  have hsq := strength_sq J D
  have hpos := dot_self_pos hD
  constructor
  · intro hts
    rw [hts, hs, eq_div_iff hR] at hc
    have he : strength J D ^ 2 = J ^ 2 := by linear_combination (strength J D - J) * hc
    linarith
  · intro hts
    rw [hts, dotProduct_neg, hs, eq_div_iff hR] at hc
    have he : strength J D ^ 2 = J ^ 2 := by linear_combination -(strength J D + J) * hc
    linarith
```

For D = (0, 0, d) the antisymmetric term is d times the z-component of s × t. The minimum formula holds for every d, while confinement to the xy-plane requires d ≠ 0.

```lean
/-- For a Dzyaloshinskii-Moriya vector `d` along z the minimum energy is `-√(J² + d²)`, and if
`d ≠ 0` every ground state lies in the xy-plane. -/
theorem z_axis (J d : ℝ) :
    IsLeast {E | ∃ s t, IsSpin s ∧ IsSpin t ∧ J * (s ⬝ᵥ t) + d * (crossProduct s t) 2 = E}
      (-√(J ^ 2 + d ^ 2)) ∧
    (d ≠ 0 → ∀ s t, IsGroundState J ![0, 0, d] s t → s 2 = 0 ∧ t 2 = 0) := by
  have hdot : ∀ u : Fin 3 → ℝ, ![0, 0, d] ⬝ᵥ u = d * u 2 := fun u => by
    simp [dotProduct, Fin.sum_univ_three]
  constructor
  · have hm := isLeast_energy J ![0, 0, d]
    have hd2 : ![0, 0, d] ⬝ᵥ ![0, 0, d] = d ^ 2 := by
      rw [hdot]
      simp [sq]
    rw [hd2] at hm
    simpa only [energy, hdot] using hm
  · intro hd s t h
    have hD : ![0, 0, d] ≠ (0 : Fin 3 → ℝ) := fun h0 => hd (by simpa using congrFun h0 2)
    obtain ⟨h1, h2, -⟩ := canting_angle hD h
    rw [hdot] at h1 h2
    exact ⟨(mul_eq_zero.1 h1).resolve_left hd, (mul_eq_zero.1 h2).resolve_left hd⟩

end

end DzyaloshinskiiMoriya
```

```lean
#print axioms DzyaloshinskiiMoriya.not_collinear
#print axioms DzyaloshinskiiMoriya.z_axis
```

```
'DzyaloshinskiiMoriya.not_collinear' depends on axioms: [propext, Classical.choice, Quot.sound]
'DzyaloshinskiiMoriya.z_axis' depends on axioms: [propext, Classical.choice, Quot.sound]
```

## Relaxing spins against their local fields

A zero-temperature relaxation code for classical spins whose total energy is a sum of bond energies of the form E can use E = s·h directly. It visits one site at a time, sums J t + t × D over the neighbours t, with the J and D of each bond, to a total field H, and replaces the spin by −H/|H| whenever H ≠ 0. No such update raises the energy. Seen from the other end of a bond, D changes sign, because s × t = −t × s.

A single bond makes a good test case: the result should have energy −R and s·t = −J/R. The starting point matters. If J ≠ 0 and both spins begin along D, every field is also along D, and the relaxation stops at a collinear pair with energy −|J|, above −R when D ≠ 0. A random start avoids this with probability one, but the spins approach the plane orthogonal to D slowly when |D| is much smaller than |J|.

Values of J and D from an electronic-structure calculation must first be converted to the sign and normalisation used in E. If J > 0 after that, the model bond departs from antiparallel alignment by the angle arctan(|D|/J). Symmetric anisotropic exchange on the same bond, single-site anisotropy and competing bonds can change that angle.
